# Unitarity and time reversal forbid spin filtering between two single-channel leads

Suppose a coherent, elastic transport calculation for a nonmagnetic wire with spin-orbit coupling reports that an unpolarised source produces a spin-polarised current in the drain. If no magnetic field is applied and the wire joins just two leads, each nonmagnetic, free of spin-orbit coupling and with one orbital channel, that output is an error, although it can pass for a working spin filter. In such a junction, spin-orbit coupling can rotate the transmitted spin but cannot polarise an unpolarised beam.

Let $a_1,a_2$ be the incoming spinors in leads 1 and 2, and $b_1,b_2$ the outgoing ones. The scattering matrix relates them by

$$
\begin{pmatrix} b_1\\ b_2\end{pmatrix}=S\begin{pmatrix} a_1\\ a_2\end{pmatrix},\qquad
S=\begin{pmatrix} r&u\\ t&s\end{pmatrix}.
$$

The blocks $r,s$ describe reflection, $t$ transmission from lead 1 to lead 2, and $u$ transmission back. Unpolarised input from lead 1 has spin density matrix $\tfrac12 1$, so the transmitted one, normalised to the transmitted fraction, is $\tfrac12 tt^\dagger$. The claim is that $tt^\dagger$ is a multiple of the identity.

## Two leads with one orbital channel each

This hypothesis sits in the types. A `SpinOp` is a complex $2\times2$ matrix, and $S$ is indexed by `Fin 2 ⊕ Fin 2`: the summand selects the lead, the element of `Fin 2` the spin. Entries count from zero, so $s_{00}$ is `s 0 0`, and `pauli 0`, `pauli 1`, `pauli 2` are $\sigma_x,\sigma_y,\sigma_z$.

```lean
import Mathlib

open Matrix

namespace NoTwoTerminalSpinFilter

noncomputable section

/-- Operators on the spin space of one channel. -/
abbrev SpinOp := Matrix (Fin 2) (Fin 2) ℂ

/-- The three Pauli matrices, in the order x, y, z. -/
def pauli : Fin 3 → SpinOp :=
  ![!![0, 1; 1, 0], !![0, -Complex.I; Complex.I, 0], !![1, 0; 0, -1]]
```

The derivation uses the block size when it identifies time reversal with the adjugate, an identity special to $2\times2$ matrices. It uses the number of leads when unitarity balances transmission against a single reflection block.

With a third lead, filtering is possible. Consider a junction that scatters

- $1{\uparrow}\to2{\downarrow}$ and its time reverse $2{\uparrow}\to1{\downarrow}$,
- $1{\downarrow}\to3{\downarrow}$ and its time reverse $3{\uparrow}\to1{\uparrow}$,
- $2{\downarrow}\to3{\uparrow}$ and its time reverse $3{\downarrow}\to2{\uparrow}$.

Each outgoing state occurs once, so the matrix is unitary. With amplitudes $\pm1$, it is time-reversal symmetric when the two signs are opposite in the first and third pairs, where the spin flips, and equal in the second pair, where it does not. Everything passing from lead 1 to lead 2 is spin down. If leads 2 and 3 are regarded as two channels of one lead, the same matrix describes a two-terminal filter, so the restriction to one channel matters as well.

## Time reversal

Physically, this condition excludes magnetic fields, magnetisation and magnetic impurities. Time reversal acts on a spinor as $i\sigma_y$ followed by complex conjugation, and exchanges incoming with outgoing waves. With $Y=\mathrm{diag}(\sigma_y,\sigma_y)$, the reversed process has input $iYb^*$ and output $iYa^*$, so $Ya^*=SYb^*$. Since $b^*=S^*a^*$ for every $a$, we get $YSYS^*=1$. Unitarity gives $(S^*)^{-1}=S^T$, hence

$$S=YS^TY.$$

The file takes this equation as the definition of `TimeReversal`; it does not derive it from a Hamiltonian. The convention is that incoming and outgoing spins refer to the same axes, and that the orbital modes are time reverses of each other.

```lean
/-- The matrix `Y = diag(σ_y, σ_y)` acting on the spins of both leads. -/
def spinFlip : Matrix (Fin 2 ⊕ Fin 2) (Fin 2 ⊕ Fin 2) ℂ :=
  fromBlocks (pauli 1) 0 0 (pauli 1)

/-- The time-reversal condition `S = Y Sᵀ Y` on a scattering matrix. -/
def TimeReversal (S : Matrix (Fin 2 ⊕ Fin 2) (Fin 2 ⊕ Fin 2) ℂ) : Prop :=
  S = spinFlip * Sᵀ * spinFlip
```

The next lemma only writes out an adjoint entry by entry, for use in the explicit examples.

```lean
/-- The adjoint of a spin operator, written out entry by entry. -/
theorem adjoint_fin_two (a b c d : ℂ) :
    (!![a, b; c, d] : SpinOp)ᴴ =
      !![starRingEnd ℂ a, starRingEnd ℂ c; starRingEnd ℂ b, starRingEnd ℂ d] := by
  ext i j
  fin_cases i <;> fin_cases j <;> rfl
```

By hand, the key identity is

$$
\sigma_y\begin{pmatrix}a&b\\c&d\end{pmatrix}^{T}\sigma_y
=\begin{pmatrix}-ib&-id\\ ia&ic\end{pmatrix}
\begin{pmatrix}0&-i\\ i&0\end{pmatrix}
=\begin{pmatrix}d&-b\\-c&a\end{pmatrix},
$$

which is the adjugate of the original matrix. `pauliY_transpose` performs this multiplication for four arbitrary complex numbers, then applies it to the entries of `A`.

```lean
/-- Transposing a spin operator and conjugating it with `σ_y` gives its adjugate. -/
theorem pauliY_transpose (A : SpinOp) : pauli 1 * Aᵀ * pauli 1 = A.adjugate := by
  -- first for a matrix given by four complex numbers
  have key : ∀ a b c d : ℂ,
      pauli 1 * (!![a, b; c, d] : SpinOp)ᵀ * pauli 1 = !![d, -b; -c, a] := by
    intro a b c d
    have hT : (!![a, b; c, d] : SpinOp)ᵀ = !![a, c; b, d] := by
      ext i j
      fin_cases i <;> fin_cases j <;> rfl
    have hp : pauli 1 = !![0, -Complex.I; Complex.I, 0] := rfl
    rw [hT, hp, mul_fin_two, mul_fin_two]
    ext i j
    fin_cases i <;> fin_cases j <;> simp <;> ring_nf <;> simp [Complex.I_sq]
  have h := key (A 0 0) (A 0 1) (A 1 0) (A 1 1)
  rw [← eta_fin_two A] at h
  rw [adjugate_fin_two]
  exact h
```

Transposing $S$ exchanges the positions of $t$ and $u$, so

$$
YS^TY=\begin{pmatrix}\operatorname{adj}r&\operatorname{adj}t\\ \operatorname{adj}u&\operatorname{adj}s\end{pmatrix}.
$$

Time reversal is therefore equivalent to $r=\operatorname{adj}r$, $u=\operatorname{adj}t$, $t=\operatorname{adj}u$ and $s=\operatorname{adj}s$. The proof multiplies the block matrices and compares blocks with `fromBlocks_inj`.

```lean
/-- Time reversal, block by block: each reflection block equals its own adjugate, and the two
transmission blocks are adjugates of each other. -/
theorem timeReversal_iff (r u t s : SpinOp) :
    TimeReversal (fromBlocks r u t s) ↔
      r = r.adjugate ∧ u = t.adjugate ∧ t = u.adjugate ∧ s = s.adjugate := by
  unfold TimeReversal spinFlip
  rw [fromBlocks_transpose, fromBlocks_multiply, fromBlocks_multiply]
  simp only [Matrix.zero_mul, Matrix.mul_zero, add_zero, zero_add, pauliY_transpose,
    fromBlocks_inj]
```

For a reflection block with entries $a,b,c,d$, equality with the adjugate reads $a=d$, $b=-b$, $c=-c$. The off-diagonal entries vanish and the diagonal ones agree, so the block is $a\,1$. An electron is thus reflected with its spin unchanged. In Lean, `e00`, `e01` and `e10` are these three equations.

```lean
/-- A spin operator equal to its own adjugate is a multiple of the identity. -/
theorem scalar_of_eq_adjugate {A : SpinOp} (h : A = A.adjugate) : A = A 0 0 • 1 := by
  have h' := h.trans (adjugate_fin_two A)
  have e00 : A 0 0 = A 1 1 := congrFun (congrFun h' 0) 0
  have e01 : A 0 1 = -A 0 1 := congrFun (congrFun h' 0) 1
  have e10 : A 1 0 = -A 1 0 := congrFun (congrFun h' 1) 0
  have z01 : A 0 1 = 0 := by linear_combination e01 / 2
  have z10 : A 1 0 = 0 := by linear_combination e10 / 2
  ext i j
  fin_cases i <;> fin_cases j <;> simp [z01, z10, e00]
```

## Unitarity

Unitarity is conservation of probability current: with amplitudes normalised to unit flux, every incoming electron leaves through one of the two leads. Lean expresses it as membership in `unitaryGroup`.

The lower right block of $SS^\dagger=1$ and the upper left block of $S^\dagger S=1$ are

$$
tt^\dagger+ss^\dagger=1,\qquad r^\dagger r+t^\dagger t=1.
$$

Since $s=s_{00}1$ and $r=r_{00}1$, it follows that

$$
tt^\dagger=(1-|s_{00}|^2)\,1,\qquad t^\dagger t=(1-|r_{00}|^2)\,1.
$$

`scalar_mul_adjoint` evaluates the reflection products. `transmission_scalar` extracts the two block equations and solves them for the transmission products with `eq_sub_of_add_eq`. The relations between $t$ and $u$ are not needed.

```lean
/-- For a scalar spin operator `a • 1`, both products with its adjoint equal `|a|²` times the
identity. -/
theorem scalar_mul_adjoint (a : ℂ) :
    (a • (1 : SpinOp)) * (a • (1 : SpinOp))ᴴ = ((‖a‖ ^ 2 : ℝ) : ℂ) • 1 ∧
    (a • (1 : SpinOp))ᴴ * (a • (1 : SpinOp)) = ((‖a‖ ^ 2 : ℝ) : ℂ) • 1 := by
  have h : a * star a = ((‖a‖ ^ 2 : ℝ) : ℂ) := by
    rw [← Complex.normSq_eq_norm_sq]
    exact Complex.mul_conj a
  constructor
  · rw [conjTranspose_smul, conjTranspose_one, smul_mul_smul_comm, one_mul, h]
  · rw [conjTranspose_smul, conjTranspose_one, smul_mul_smul_comm, one_mul, mul_comm, h]

/-- For a unitary, time-reversal symmetric junction, `t tᴴ` and `tᴴ t` are both multiples of the
identity, fixed by the reflection amplitudes. -/
theorem transmission_scalar {r u t s : SpinOp}
    (hU : fromBlocks r u t s ∈ unitaryGroup (Fin 2 ⊕ Fin 2) ℂ)
    (hT : TimeReversal (fromBlocks r u t s)) :
    t * tᴴ = ((1 - ‖s 0 0‖ ^ 2 : ℝ) : ℂ) • 1 ∧
    tᴴ * t = ((1 - ‖r 0 0‖ ^ 2 : ℝ) : ℂ) • 1 := by
  obtain ⟨hr, -, -, hs⟩ := (timeReversal_iff r u t s).mp hT
  have ks := (scalar_mul_adjoint (s 0 0)).1
  have kr := (scalar_mul_adjoint (r 0 0)).2
  rw [← scalar_of_eq_adjugate hs] at ks
  rw [← scalar_of_eq_adjugate hr] at kr
  constructor
  · -- lower right block of `S Sᴴ = 1`
    have h := mem_unitaryGroup_iff.mp hU
    rw [star_eq_conjTranspose, fromBlocks_conjTranspose, fromBlocks_multiply,
      ← fromBlocks_one, fromBlocks_inj] at h
    rw [eq_sub_of_add_eq h.2.2.2, ks, Complex.ofReal_sub, Complex.ofReal_one, sub_smul, one_smul]
  · -- upper left block of `Sᴴ S = 1`
    have h := mem_unitaryGroup_iff'.mp hU
    rw [star_eq_conjTranspose, fromBlocks_conjTranspose, fromBlocks_multiply,
      ← fromBlocks_one, fromBlocks_inj] at h
    rw [eq_sub_of_add_eq ((add_comm _ _).trans h.1), kr, Complex.ofReal_sub,
      Complex.ofReal_one, sub_smul, one_smul]
```

Without unitarity the conclusion fails. Take $r=s=0$, $t=\mathrm{diag}(1,0)$ and $u=\operatorname{adj}t=\mathrm{diag}(0,1)$. This matrix satisfies $S=YS^TY$, yet only spin up is transmitted from lead 1. Spin-down electrons from that lead disappear, as they would if they escaped into a lead missing from the description.

## Zero polarisation for every spin axis

With both conditions in force, the Pauli components follow from the tracelessness of the Pauli matrices:

$$
\operatorname{tr}(\sigma_i tt^\dagger)=(1-|s_{00}|^2)\operatorname{tr}\sigma_i=0.
$$

In `no_spin_filter`, `hU` is unitarity and `hT` is time reversal. The conclusion says that $r$ and $s$ are scalar, gives the value of $tt^\dagger$, and states that all three Pauli traces vanish. The proof combines the earlier lemmas and checks the trace of each Pauli matrix in turn. The statement includes total reflection, where $t=0$; a polarisation divided by the transmitted intensity has meaning only when $|s_{00}|<1$.

```lean
/-- No two-terminal single-channel spin filter: for a unitary, time-reversal symmetric junction
both reflection blocks and `t tᴴ` are scalar, and `t tᴴ` has no component along any Pauli
matrix. -/
theorem no_spin_filter {r u t s : SpinOp}
    (hU : fromBlocks r u t s ∈ unitaryGroup (Fin 2 ⊕ Fin 2) ℂ)
    (hT : TimeReversal (fromBlocks r u t s)) :
    r = r 0 0 • 1 ∧ s = s 0 0 • 1 ∧ t * tᴴ = ((1 - ‖s 0 0‖ ^ 2 : ℝ) : ℂ) • 1 ∧
      ∀ i, trace (pauli i * (t * tᴴ)) = 0 := by
  obtain ⟨hr, -, -, hs⟩ := (timeReversal_iff r u t s).mp hT
  have ht := (transmission_scalar hU hT).1
  refine ⟨scalar_of_eq_adjugate hr, scalar_of_eq_adjugate hs, ht, fun i => ?_⟩
  -- the Pauli matrices are traceless
  have hp : trace (pauli i) = 0 := by
    fin_cases i <;> simp [pauli, trace_fin_two]
  rw [ht, Matrix.mul_smul, Matrix.mul_one, trace_smul, hp, smul_zero]
```

The other product, $t^\dagger t$, controls what happens to a pure incoming spinor $\chi$:

$$
(t\chi)^\dagger(t\chi)=\chi^\dagger t^\dagger t\chi=(1-|r_{00}|^2)\,\chi^\dagger\chi.
$$

The transmission probability is the same for every spin direction. Comparing $\operatorname{tr}(tt^\dagger)$ with $\operatorname{tr}(t^\dagger t)$ gives $2(1-|s_{00}|^2)=2(1-|r_{00}|^2)$, so $|r_{00}|=|s_{00}|$. The Lean proof follows these two calculations, moving the adjoint across the dot product for the first and using `trace_mul_comm` for the second.

```lean
/-- For a unitary, time-reversal symmetric junction, the squared norm of the transmitted spinor is
the same fraction `1 - |r₀₀|²` of the incoming squared norm for every spin state, and the reflection
amplitudes of the two leads have equal modulus. -/
theorem transmission_spin_independent {r u t s : SpinOp}
    (hU : fromBlocks r u t s ∈ unitaryGroup (Fin 2 ⊕ Fin 2) ℂ)
    (hT : TimeReversal (fromBlocks r u t s)) :
    (∀ χ : Fin 2 → ℂ, star (t *ᵥ χ) ⬝ᵥ (t *ᵥ χ) =
      ((1 - ‖r 0 0‖ ^ 2 : ℝ) : ℂ) * (star χ ⬝ᵥ χ)) ∧ ‖r 0 0‖ = ‖s 0 0‖ := by
  obtain ⟨h1, h2⟩ := transmission_scalar hU hT
  constructor
  · intro χ
    rw [star_mulVec, ← dotProduct_mulVec, mulVec_mulVec, h2, smul_mulVec, one_mulVec,
      dotProduct_smul, smul_eq_mul]
  · -- compare the traces of `t tᴴ` and `tᴴ t`
    have h := trace_mul_comm t tᴴ
    rw [h1, h2] at h
    simp only [trace_smul, trace_one, Fintype.card_fin, smul_eq_mul] at h
    have h' := Complex.ofReal_injective (mul_right_cancel₀ (by norm_num) h)
    exact (sq_eq_sq₀ (norm_nonneg _) (norm_nonneg _)).mp (by linarith)
```

The hypotheses leave room for spin rotation. The following junction has $r=\tfrac35 1$, $s=-\tfrac35 1$ and $t=\tfrac45 i\sigma_y$. It transmits a fraction $16/25$ of every spin state and turns the transmitted spin by $\pi$ about the $y$ axis. The proof checks unitarity block by block, and time reversal through the adjugate relations.

```lean
/-- An explicit junction with partial reflection and a spin-rotating transmission block is
unitary and time-reversal symmetric. -/
theorem no_spin_filter_witness :
    fromBlocks (!![3/5, 0; 0, 3/5] : SpinOp) !![0, -(4/5); 4/5, 0]
      !![0, 4/5; -(4/5), 0] !![-(3/5), 0; 0, -(3/5)] ∈ unitaryGroup (Fin 2 ⊕ Fin 2) ℂ ∧
    TimeReversal (fromBlocks (!![3/5, 0; 0, 3/5] : SpinOp) !![0, -(4/5); 4/5, 0]
      !![0, 4/5; -(4/5), 0] !![-(3/5), 0; 0, -(3/5)]) := by
  constructor
  · -- the numerals in the entries are real
    have h3 : starRingEnd ℂ 3 = 3 := by apply Complex.ext <;> simp
    have h4 : starRingEnd ℂ 4 = 4 := by apply Complex.ext <;> simp
    have h5 : starRingEnd ℂ 5 = 5 := by apply Complex.ext <;> simp
    rw [mem_unitaryGroup_iff, star_eq_conjTranspose, fromBlocks_conjTranspose,
      fromBlocks_multiply, ← fromBlocks_one, fromBlocks_inj]
    refine ⟨?_, ?_, ?_, ?_⟩ <;> ext i j <;> fin_cases i <;> fin_cases j <;>
      simp [adjoint_fin_two, h3, h4, h5] <;> norm_num
  · rw [timeReversal_iff]
    refine ⟨?_, ?_, ?_, ?_⟩ <;> rw [adjugate_fin_two] <;> ext i j <;>
      fin_cases i <;> fin_cases j <;> simp
```

## A magnetic junction that does filter

Without time reversal, unitarity permits a perfect filter. Let both transmission blocks be $\mathrm{diag}(1,0)$ and both reflection blocks $\mathrm{diag}(0,1)$: spin up passes and spin down is reflected, as in an ideal magnetic barrier. No electron is lost, but

$$\operatorname{tr}(\sigma_z tt^\dagger)=1.$$

Lean verifies unitarity and this trace directly. It then obtains the failure of time reversal by contradiction, since `no_spin_filter` would force the same trace to be zero.

```lean
/-- Unitarity alone does not forbid a spin filter: an explicit unitary junction that violates the
time-reversal condition has `t tᴴ` with a non-zero `σ_z` component. -/
theorem spin_filter_without_timeReversal :
    let up : SpinOp := !![1, 0; 0, 0]
    let down : SpinOp := !![0, 0; 0, 1]
    fromBlocks down up up down ∈ unitaryGroup (Fin 2 ⊕ Fin 2) ℂ ∧
      ¬ TimeReversal (fromBlocks down up up down) ∧ trace (pauli 2 * (up * upᴴ)) = 1 := by
  intro up down
  have hU : fromBlocks down up up down ∈ unitaryGroup (Fin 2 ⊕ Fin 2) ℂ := by
    rw [mem_unitaryGroup_iff, star_eq_conjTranspose, fromBlocks_conjTranspose,
      fromBlocks_multiply, ← fromBlocks_one, fromBlocks_inj]
    refine ⟨?_, ?_, ?_, ?_⟩ <;> ext i j <;> fin_cases i <;> fin_cases j <;>
      simp [up, down, adjoint_fin_two]
  have ht : trace (pauli 2 * (up * upᴴ)) = 1 := by
    simp [up, pauli, adjoint_fin_two, trace_fin_two]
  refine ⟨hU, fun hT => ?_, ht⟩
  -- time reversal would force this trace to vanish
  have h0 := (no_spin_filter hU hT).2.2.2 2
  rw [ht] at h0
  exact one_ne_zero h0

end

end NoTwoTerminalSpinFilter
```

```lean
#print axioms NoTwoTerminalSpinFilter.transmission_spin_independent
-- 'NoTwoTerminalSpinFilter.transmission_spin_independent' depends on axioms: [propext, Classical.choice, Quot.sound]
#print axioms NoTwoTerminalSpinFilter.spin_filter_without_timeReversal
-- 'NoTwoTerminalSpinFilter.spin_filter_without_timeReversal' depends on axioms: [propext, Classical.choice, Quot.sound]
```

## Checking a computed scattering matrix

In a numerical calculation for two single-channel leads, one forms $Q=tt^\dagger$ from flux-normalised amplitudes and, when $\operatorname{tr}Q>0$, evaluates

$$P_i=\frac{\operatorname{tr}(\sigma_iQ)}{\operatorname{tr}Q}.$$

For a junction with time-reversal symmetry, all three numbers should vanish up to numerical error. If they do not, the size of $S^\dagger S-1$ tests for lost current or wrong normalisation, and the size of $S-YS^TY$ tests for broken time reversal.

The second test depends on the mode basis. A solver that returns the modes with arbitrary phases or spin axes can violate $S=YS^TY$ in its own basis although the physical system is time-reversal symmetric. Proportionality of $tt^\dagger$ to the identity survives independent unitary changes of the incoming and outgoing spin bases, which makes it the safer first check.
